# Reduction of the one-loop on-shell electron self-energy integrals to the tadpole master

Let $I(a,b)$ be real numbers indexed by integers $a,b$, let $m>0$, and let $d$ be real and not an integer. Suppose that for all $a,b$

$$(d-2a-b)\,I(a,b)=b\,I(a-1,b+1),\tag{D}$$

$$(a-b)\,I(a,b)-a\,I(a+1,b-1)+b\,I(a-1,b+1)=2m^2 b\,I(a,b+1).\tag{M}$$

Then every $I(a,b)$ is a multiple of $I(0,1)$ with a coefficient that depends on $d,m,a,b$ alone. It is zero for $b\le 0$, an explicit rational function for $a\ge 0$, $b\ge 1$, and in general a power of $-1/m^2$ times a ratio of products of Gamma functions. In particular $I(1,1)=(d-2)\,I(0,1)/\bigl(2m^2(d-3)\bigr)$. In dimensional regularisation both relations hold for the one-loop two-point integrals with a massless propagator to the power $a$ and a propagator of mass $m$ to the power $b$, taken at external momentum $p^2=m^2$. These integrals enter the one-loop on-shell mass and wave-function renormalisation of the electron in QED.

In Lean 4 with Mathlib:

```lean
import Mathlib

open Finset

namespace OnShellIBP

noncomputable section
```

## The relations and their encoding

Take a loop momentum $k$ in $d$ dimensions, an external momentum $p$ with $p^2=m^2$ in Minkowski signature, and the denominators $D_1=k^2$ and $D_2=(k+p)^2-m^2=k^2+2p\cdot k$. The integrals are $I(a,b)=\int d^dk\,D_1^{-a}D_2^{-b}$, with a common constant such as $i\pi^{d/2}$ divided out so that they are real. In dimensional regularisation a total derivative integrates to zero. For the vector $k$, using $2k^2+2p\cdot k=D_1+D_2$,

$$\partial_k\cdot\bigl(k\,D_1^{-a}D_2^{-b}\bigr)=\Bigl(d-2a-b-b\,\frac{D_1}{D_2}\Bigr)D_1^{-a}D_2^{-b},$$

which gives (D). For the vector $p$, using $2p\cdot k=D_2-D_1$,

$$\partial_k\cdot\bigl(p\,D_1^{-a}D_2^{-b}\bigr)=\Bigl(a-a\frac{D_2}{D_1}-b+b\frac{D_1}{D_2}-\frac{2m^2b}{D_2}\Bigr)D_1^{-a}D_2^{-b},$$

which gives (M). The formal statements take (D) and (M) as hypotheses on an arbitrary function `I : ℤ → ℤ → ℝ`; no integral over $k$ is defined, and the relations are assumed for all integer indices, negative $a$ (numerators) included. `NonInteger d` is the condition on the dimension, met by $d=4-2\epsilon$ whenever $2\epsilon$ is not an integer.

```lean
/-- The space-time dimension `d` is not an integer. -/
def NonInteger (d : ℝ) : Prop := ∀ n : ℤ, d ≠ n
```

The fields `dilation` and `momentum` are (D) and (M).

```lean
/-- The two integration-by-parts relations of the on-shell one-loop integrals `I a b`, with `a`
the power of the massless and `b` the power of the massive propagator. -/
structure IsIBPSolution (d m : ℝ) (I : ℤ → ℤ → ℝ) : Prop where
  dilation : ∀ a b : ℤ, (d - 2 * a - b) * I a b = b * I (a - 1) (b + 1)
  momentum : ∀ a b : ℤ, ((a : ℝ) - b) * I a b - a * I (a + 1) (b - 1) + b * I (a - 1) (b + 1)
    = 2 * m ^ 2 * b * I a (b + 1)
```

For natural numbers $n$ and $a$ and an integer $b$, two products carry the rational coefficients:

$$T_n=\prod_{j=0}^{n-1}\frac{d-2(j+1)}{2m^2(j+1)},\qquad M_{a,b}=\prod_{i=0}^{a-1}\frac{b+i}{d-2a-b+i},$$

with $T_0=M_{0,b}=1$.

```lean
/-- The product of `(d - 2j) / (2 m² j)` over `j = 1, …, n`. -/
def tadpoleCoeff (d m : ℝ) (n : ℕ) : ℝ :=
  ∏ j ∈ range n, (d - 2 * ((j : ℝ) + 1)) / (2 * m ^ 2 * ((j : ℝ) + 1))

/-- The product of `(b + i) / (d - 2a - b + i)` over `i = 0, …, a - 1`. -/
def masslessCoeff (d : ℝ) (a : ℕ) (b : ℤ) : ℝ :=
  ∏ i ∈ range a, ((b : ℝ) + i) / (d - 2 * a - b + i)
```

The closed form is

$$F(a,b)=\Bigl(-\frac1{m^2}\Bigr)^{a+b}\frac{\Gamma(d-2a-b)\,\Gamma(a+b-d/2)}{\Gamma(b)\,\Gamma(d-a-b)} .$$

Mathlib sets `Real.Gamma` to zero at its poles and the inverse of zero to zero, so `rGamma` equals the entire function $1/\Gamma$ at every real argument and $F(a,b)=0$ for $b\le0$.

```lean
/-- The reciprocal Gamma function `1/Γ(x)`, equal to zero at the poles of `Γ`. -/
def rGamma (x : ℝ) : ℝ := (Real.Gamma x)⁻¹

/-- The closed form `(-1/m²)^(a+b) Γ(d-2a-b) Γ(a+b-d/2) / (Γ(b) Γ(d-a-b))`. -/
def gammaSolution (d m : ℝ) (a b : ℤ) : ℝ :=
  (-1 / m ^ 2) ^ (a + b) * Real.Gamma (d - 2 * a - b) * Real.Gamma ((a : ℝ) + b - d / 2)
    * rGamma b * rGamma (d - a - b)
```

## A recurrence in the massive power

Write $u=d-2a-b-1$. Relation (D) at $(a+1,b-1)$ reads $u\,I(a+1,b-1)=(b-1)\,I(a,b)$. Multiply (M) by $u$, and replace $u\,I(a+1,b-1)$ by this and $b\,I(a-1,b+1)$ by (D):

$$\bigl[u(a-b)-a(b-1)+u(d-2a-b)\bigr]I(a,b)=2m^2b\,u\,I(a,b+1).$$

The bracket factorises, and

$$(d-2a-2b)(d-a-b-1)\,I(a,b)=2m^2b\,(d-2a-b-1)\,I(a,b+1).\tag{R}$$

Nothing was divided, so `raise_massive` needs no condition on $d$ or $m$. Its last step, `linear_combination`, names the multipliers $u$, $a$, $u$ of the three equations.

```lean
variable {d m : ℝ} {I : ℤ → ℤ → ℝ}

/-- The IBP relations give a two-term recurrence in the massive power `b` at fixed `a`. -/
theorem raise_massive (hI : IsIBPSolution d m I) (a b : ℤ) :
    (d - 2 * a - 2 * b) * (d - a - b - 1) * I a b
      = 2 * m ^ 2 * b * (d - 2 * a - b - 1) * I a (b + 1) := by
  have h2 := hI.dilation (a + 1) (b - 1)
  rw [add_sub_cancel_right, sub_add_cancel] at h2
  push_cast at h2
  linear_combination (d - 2 * a - b - 1) * hI.momentum a b + a * h2
    + (d - 2 * a - b - 1) * hI.dilation a b
```

The tactic `linear_combination` suits any elimination among linear recurrences: one supplies the multiplier of each hypothesis, and `ring` checks the remaining polynomial identity, here including the factorisation of the bracket.

## Scaleless integrals vanish

For non-integer $d$ neither factor on the left of (R) is zero, so $I(a,b+1)=0$ forces $I(a,b)=0$. Each non-vanishing claim is proved the same way: if the factor were zero, $d$ would equal the integer handed to `hd`.

```lean
/-- For non-integer `d`, if `I(a, b+1)` vanishes then so does `I(a, b)`. -/
theorem zero_of_raised_zero (hd : NonInteger d) (hI : IsIBPSolution d m I) (a b : ℤ)
    (hz : I a (b + 1) = 0) : I a b = 0 := by
  have h := raise_massive hI a b
  rw [hz, mul_zero] at h
  exact (mul_eq_zero.1 h).resolve_left (mul_ne_zero
    (fun e => hd (2 * a + 2 * b) (by push_cast; linarith))
    (fun e => hd (a + b + 1) (by push_cast; linarith)))
```

Relation (D) at $b=0$ is $(d-2a)\,I(a,0)=0$, hence $I(a,0)=0$. Descending in $b$ gives $I(a,b)=0$ for all $b\le0$; `key` is this induction over $b=-n$.

```lean
/-- For non-integer `d`, integrals without a massive denominator (`b ≤ 0`) vanish. -/
theorem scaleless_vanish (hd : NonInteger d) (hI : IsIBPSolution d m I) (a b : ℤ)
    (hb : b ≤ 0) : I a b = 0 := by
  have key : ∀ n : ℕ, I a (-(n : ℤ)) = 0 := by
    intro n
    induction n with
    | zero =>
      have h := hI.dilation a 0
      rw [Int.cast_zero, zero_mul] at h
      have h0 := (mul_eq_zero.1 h).resolve_left (fun e => hd (2 * a) (by push_cast; linarith))
      simpa using h0
    | succ n ih =>
      apply zero_of_raised_zero hd hI
      rwa [show -((n + 1 : ℕ) : ℤ) + 1 = -(n : ℤ) by omega]
  have h := key (-b).toNat
  rwa [show -(((-b).toNat : ℕ) : ℤ) = b by omega] at h
```

## Tadpoles

At $a=0$, (D) is $(d-b)\,I(0,b)=b\,I(-1,b+1)$ and (M) is $-b\,I(0,b)+b\,I(-1,b+1)=2m^2b\,I(0,b+1)$. Adding them removes $I(-1,b+1)$:

$$I(0,b+1)=\frac{d-2b}{2m^2b}\,I(0,b)\qquad(b\ge1),$$

and iteration gives $I(0,n+1)=T_n\,I(0,1)$. The only divisor is $2m^2b$, so `tadpole_reduction` assumes $m>0$ and holds for every real $d$. In the proof `key` is the step at $b=n+1$ and `step` peels off the last factor of the product.

```lean
/-- The massive tadpoles `I(0, n+1)` are `tadpoleCoeff d m n` times the master `I(0,1)`. -/
theorem tadpole_reduction (hm : 0 < m) (hI : IsIBPSolution d m I) (n : ℕ) :
    I 0 ((n : ℤ) + 1) = tadpoleCoeff d m n * I 0 1 := by
  induction n with
  | zero => simp [tadpoleCoeff]
  | succ n ih =>
    have hne : 2 * m ^ 2 * ((n : ℝ) + 1) ≠ 0 := by positivity
    -- the sum of the two relations at `a = 0` removes `I(-1, b+1)`
    have key : I 0 ((n : ℤ) + 1 + 1)
        = (d - 2 * ((n : ℝ) + 1)) * I 0 ((n : ℤ) + 1) / (2 * m ^ 2 * ((n : ℝ) + 1)) := by
      have h1 := hI.dilation 0 ((n : ℤ) + 1)
      have h2 := hI.momentum 0 ((n : ℤ) + 1)
      push_cast at h1 h2
      rw [eq_div_iff hne]
      linear_combination -h1 - h2
    have step : tadpoleCoeff d m (n + 1) = tadpoleCoeff d m n *
        ((d - 2 * ((n : ℝ) + 1)) / (2 * m ^ 2 * ((n : ℝ) + 1))) := Finset.prod_range_succ _ _
    push_cast
    rw [key, ih, step]
    ring
```

## Lowering the massless power

Solving (D) gives $I(a,b)=\frac{b}{d-2a-b}\,I(a-1,b+1)$. Applied at $(a-i,b+i)$ the factor is $(b+i)/(d-2a-b+i)$, and after $a$ steps $I(a,b)=M_{a,b}\,I(0,a+b)$. This is `lower`, an induction on the massless power for all $b$ at once, since $b$ changes at each step. With $b=n+1$,

$$I(a,n+1)=M_{a,n+1}\,T_{a+n}\,I(0,1)\qquad(a,n\ge0).$$

```lean
/-- For non-integer `d`, `m > 0`, `a ≥ 0` and `b = n + 1 ≥ 1`, the value `I(a,b)` is an explicit
rational function of
`d` and `m²`, the same for every solution, times the master `I(0,1)`. -/
theorem reduction_to_master (hd : NonInteger d) (hm : 0 < m) (hI : IsIBPSolution d m I)
    (a n : ℕ) :
    I a ((n : ℤ) + 1) = masslessCoeff d a ((n : ℤ) + 1) * tadpoleCoeff d m (a + n) * I 0 1 := by
  -- the dilation relation trades massless for massive powers
  have lower : ∀ (k : ℕ) (b : ℤ), I k b = masslessCoeff d k b * I 0 ((k : ℤ) + b) := by
    intro k
    induction k with
    | zero => intro b; simp [masslessCoeff]
    | succ k ih =>
      intro b
      have hne : d - 2 * ((k : ℝ) + 1) - b ≠ 0 :=
        fun e => hd (2 * ((k : ℤ) + 1) + b) (by push_cast; linarith)
      have step : masslessCoeff d (k + 1) b
          = masslessCoeff d k (b + 1) * (b / (d - 2 * ((k : ℝ) + 1) - b)) := by
        unfold masslessCoeff
        rw [Finset.prod_range_succ']
        congr 1
        · refine Finset.prod_congr rfl fun i _ => ?_
          push_cast
          congr 1 <;> ring
        · simp only [Nat.cast_zero, add_zero, Nat.cast_add, Nat.cast_one]
      have key : I ((k : ℤ) + 1) b = b * I k (b + 1) / (d - 2 * ((k : ℝ) + 1) - b) := by
        have h := hI.dilation ((k : ℤ) + 1) b
        rw [add_sub_cancel_right] at h
        push_cast at h
        rw [eq_div_iff hne]
        linear_combination h
      push_cast
      rw [key, ih, step, show (k : ℤ) + 1 + b = k + (b + 1) by ring]
      ring
  have ht := tadpole_reduction hm hI (a + n)
  rw [show ((a + n : ℕ) : ℤ) + 1 = a + ((n : ℤ) + 1) by omega] at ht
  rw [lower, ht, mul_assoc]
```

For $d=7/2$, $m=1$: $T_1=\tfrac{3/2}{2}=\tfrac34$ and $T_2=\tfrac34\cdot\tfrac{-1/2}{4}=-\tfrac3{32}$. With $M_{1,1}=1/(d-3)=2$ one finds $I(1,1)=\tfrac32\,I(0,1)$. With $M_{2,1}=\tfrac{1}{d-5}\cdot\tfrac{2}{d-4}=\tfrac83$ one finds $I(2,1)=-\tfrac14\,I(0,1)$.

## The bubble

Relation (D) at $(1,1)$ is $(d-3)\,I(1,1)=I(0,2)$, and the tadpole step at $b=1$ is $2m^2I(0,2)=(d-2)\,I(0,1)$. Together they give the stated formula, and `bubble_reduction` asks only for $d\ne3$ and $m>0$. The hypotheses `h1` and `h2 + h3` are these two equations.

```lean
/-- The on-shell bubble: for `d ≠ 3` and `m > 0`, `I(1,1) = (d-2) I(0,1) / (2 m² (d-3))`. -/
theorem bubble_reduction (hd : d ≠ 3) (hm : 0 < m) (hI : IsIBPSolution d m I) :
    I 1 1 = (d - 2) * I 0 1 / (2 * m ^ 2 * (d - 3)) := by
  have h1 := hI.dilation 1 1
  have h2 := hI.dilation 0 1
  have h3 := hI.momentum 0 1
  rw [show (1 : ℤ) - 1 = 0 by norm_num] at h1
  simp only [Int.cast_one, Int.cast_zero] at h1 h2 h3
  rw [eq_div_iff (mul_ne_zero (by positivity) (sub_ne_zero.2 hd))]
  linear_combination 2 * m ^ 2 * h1 - (h2 + h3)
```

In the one-loop electron self-energy evaluated at $p^2=m^2$ the numerator algebra leaves a sum of $I(a,b)$ with small indices, and each can be replaced by its coefficient times the tadpole before expanding in $\epsilon$. At $d=4-2\epsilon$ the bubble coefficient is $(1-\epsilon)/\bigl(m^2(1-2\epsilon)\bigr)$. Its $O(\epsilon)$ part multiplies the $1/\epsilon$ pole of the tadpole and leaves a finite term, which would be lost if $d=4$ were set in the coefficient before the expansion.

## A non-zero solution

The reciprocal Gamma function obeys $1/\Gamma(x)=x\cdot 1/\Gamma(x+1)$ for every real $x$; the proof treats $x=0$ separately because `Real.Gamma_add_one` excludes it.

```lean
/-- The functional equation `1/Γ(x) = x · 1/Γ(x+1)`. -/
theorem rGamma_step (x : ℝ) : rGamma x = x * rGamma (x + 1) := by
  unfold rGamma
  by_cases h : x = 0
  · simp [h]
  · rw [Real.Gamma_add_one h, mul_inv, ← mul_assoc, mul_inv_cancel₀ h, one_mul]
```

Under $(a,b)\to(a-1,b+1)$ the sum $a+b$ is fixed, so only two factors of $F$ change: $\Gamma(d-2a-b+1)=(d-2a-b)\,\Gamma(d-2a-b)$ and $1/\Gamma(b)=b\cdot 1/\Gamma(b+1)$. This is (D), proved as `S1`. Under $b\to b+1$ all five factors change:

$$\Gamma(d-2a-b)=u\,\Gamma(u),\qquad \Gamma\bigl(a+b+1-\tfrac d2\bigr)=\bigl(a+b-\tfrac d2\bigr)\Gamma\bigl(a+b-\tfrac d2\bigr),$$

$$\frac1{\Gamma(d-a-b-1)}=\frac{d-a-b-1}{\Gamma(d-a-b)},\qquad\Bigl(-\frac1{m^2}\Bigr)^{a+b}=-m^2\Bigl(-\frac1{m^2}\Bigr)^{a+b+1},$$

which are `g1`, `g2`, `g3`, `hz`, and the step for $1/\Gamma(b)$. With $-2(a+b-d/2)=d-2a-2b$ this is (R), proved as `S2`. Running the elimination backwards yields $u$ times (M), and `mul_left_cancel₀` removes $u\neq0$. For $b\ge1$ no Gamma argument is a non-positive integer, so $F(a,b)\ne0$.

```lean
/-- For non-integer `d` and `m > 0` the Gamma-function closed form obeys both IBP relations and
is non-zero whenever `b ≥ 1`. -/
theorem gammaSolution_witness (hd : NonInteger d) (hm : 0 < m) :
    IsIBPSolution d m (gammaSolution d m) ∧ ∀ a b : ℤ, 1 ≤ b → gammaSolution d m a b ≠ 0 := by
  have hm0 : m ≠ 0 := hm.ne'
  have hw0 : (-1 / m ^ 2 : ℝ) ≠ 0 := div_ne_zero (by norm_num) (pow_ne_zero 2 hm0)
  have hw : m ^ 2 * (-1 / m ^ 2) = -1 := by field_simp
  have hu : ∀ a b : ℤ, d - 2 * a - b - 1 ≠ 0 :=
    fun a b e => hd (2 * a + b + 1) (by push_cast; linarith)
  have S1 : ∀ a b : ℤ, (d - 2 * a - b) * gammaSolution d m a b
      = b * gammaSolution d m (a - 1) (b + 1) := by
    intro a b
    have h : d - 2 * a - b ≠ 0 := fun e => hd (2 * a + b) (by push_cast; linarith)
    have g1 : Real.Gamma (d - 2 * ((a : ℝ) - 1) - (b + 1))
        = (d - 2 * a - b) * Real.Gamma (d - 2 * a - b) := by
      rw [← Real.Gamma_add_one h]; congr 1; ring
    unfold gammaSolution
    rw [show a - 1 + (b + 1) = a + b by ring]
    simp only [Int.cast_sub, Int.cast_add, Int.cast_one]
    rw [g1, show (a : ℝ) - 1 + (b + 1) - d / 2 = a + b - d / 2 by ring,
      show d - ((a : ℝ) - 1) - (b + 1) = d - a - b by ring, rGamma_step (b : ℝ)]
    ring
  have S2 : ∀ a b : ℤ, (d - 2 * a - 2 * b) * (d - a - b - 1) * gammaSolution d m a b
      = 2 * m ^ 2 * b * (d - 2 * a - b - 1) * gammaSolution d m a (b + 1) := by
    intro a b
    have h1 : d - 2 * a - ((b : ℝ) + 1) ≠ 0 := fun e => hu a b (by linarith)
    have h2 : (a : ℝ) + b - d / 2 ≠ 0 := fun e => hd (2 * a + 2 * b) (by push_cast; linarith)
    have g1 : Real.Gamma (d - 2 * a - b)
        = (d - 2 * a - ((b : ℝ) + 1)) * Real.Gamma (d - 2 * a - ((b : ℝ) + 1)) := by
      rw [← Real.Gamma_add_one h1]; congr 1; ring
    have g2 : Real.Gamma ((a : ℝ) + (b + 1) - d / 2)
        = ((a : ℝ) + b - d / 2) * Real.Gamma ((a : ℝ) + b - d / 2) := by
      rw [← Real.Gamma_add_one h2]; congr 1; ring
    have g3 : rGamma (d - a - ((b : ℝ) + 1)) = (d - a - ((b : ℝ) + 1)) * rGamma (d - a - b) := by
      rw [rGamma_step (d - a - ((b : ℝ) + 1))]; congr 2; ring
    have hz : (-1 / m ^ 2 : ℝ) ^ (a + b) = -(m ^ 2 * (-1 / m ^ 2 : ℝ) ^ (a + (b + 1))) := by
      rw [← add_assoc, zpow_add_one₀ hw0]
      generalize (-1 / m ^ 2 : ℝ) ^ (a + b) = t
      linear_combination t * hw
    unfold gammaSolution
    simp only [Int.cast_add, Int.cast_one]
    rw [g1, g2, g3, hz, rGamma_step (b : ℝ)]
    ring
  refine ⟨⟨S1, fun a b => ?_⟩, fun a b hb => ?_⟩
  · -- the momentum relation follows from `S1` and `S2` after cancelling `d - 2a - b - 1`
    have h2 := S1 (a + 1) (b - 1)
    rw [add_sub_cancel_right, sub_add_cancel] at h2
    push_cast at h2
    apply mul_left_cancel₀ (hu a b)
    linear_combination S2 a b - a * h2 - (d - 2 * a - b - 1) * S1 a b
  · have hb' : (0 : ℝ) < b := by exact_mod_cast (by omega : (0 : ℤ) < b)
    unfold gammaSolution rGamma
    exact mul_ne_zero (mul_ne_zero (mul_ne_zero (mul_ne_zero (zpow_ne_zero _ hw0)
      (Real.Gamma_ne_zero fun n e => hd (2 * a + b - n) (by push_cast; linarith)))
      (Real.Gamma_ne_zero fun n e => hd (2 * a + 2 * b + 2 * n) (by push_cast; linarith)))
      (inv_ne_zero (Real.Gamma_pos_of_pos hb').ne'))
      (inv_ne_zero (Real.Gamma_ne_zero fun n e => hd (a + b - n) (by push_cast; linarith)))
```

The theorem treats $F$ as a solution of the recurrences; it does not identify $F$ with the value of a Feynman integral.

## Uniqueness and the general formula

Suppose $I(0,1)=0$. For $b\ge1$ the coefficient $2m^2b\,u$ in (R) is non-zero, so zeros propagate upward in $b$ (`up`) as well as downward, and at fixed $a$ all $I(a,b)$ with $b\ge1$ vanish exactly when $I(a,1)$ does (`col`). Relation (D) at $b=1$, $(d-2a-1)\,I(a,1)=I(a-1,2)$, links neighbouring values of $a$, so $I(a,1)=0$ if and only if $I(a-1,1)=0$ (`shift`). Induction in both directions from $a=0$ (`Int.induction_on`) gives $I(a,1)=0$ for all $a$, and the scaleless case covers $b\le0$.

```lean
/-- For non-integer `d` and `m > 0`, a solution of the IBP relations whose master `I(0,1)` vanishes
is zero everywhere. -/
theorem zero_of_master_zero (hd : NonInteger d) (hm : 0 < m) (hI : IsIBPSolution d m I)
    (h0 : I 0 1 = 0) (a b : ℤ) : I a b = 0 := by
  have up : ∀ a b : ℤ, 1 ≤ b → I a b = 0 → I a (b + 1) = 0 := by
    intro a b hb hz
    have hb' : (0 : ℝ) < b := by exact_mod_cast (by omega : (0 : ℤ) < b)
    have h := raise_massive hI a b
    rw [hz, mul_zero] at h
    exact (mul_eq_zero.1 h.symm).resolve_left (mul_ne_zero (by positivity)
      (fun e => hd (2 * a + b + 1) (by push_cast; linarith)))
  have col : ∀ (a : ℤ) (n : ℕ), I a ((n : ℤ) + 1) = 0 ↔ I a 1 = 0 := by
    intro a n
    induction n with
    | zero => simp
    | succ n ih =>
      rw [← ih]
      push_cast
      exact ⟨zero_of_raised_zero hd hI _ _, up _ _ (by omega)⟩
  -- `I(a,1)` and `I(a-1,1)` are linked through `I(a-1,2)`
  have shift : ∀ a : ℤ, I a 1 = 0 ↔ I (a - 1) 1 = 0 := by
    intro a
    have h := hI.dilation a 1
    refine ⟨fun hz => ?_, fun hz => ?_⟩
    · rw [hz, mul_zero, Int.cast_one, one_mul] at h
      exact zero_of_raised_zero hd hI _ _ h.symm
    · rw [up _ 1 le_rfl hz, mul_zero, Int.cast_one] at h
      exact (mul_eq_zero.1 h).resolve_left (fun e => hd (2 * a + 1) (by push_cast; linarith))
  have row : ∀ a : ℤ, I a 1 = 0 := by
    intro a
    refine Int.induction_on a h0 (fun i ih => ?_) (fun i ih => ?_)
    · exact (shift _).2 (by rwa [add_sub_cancel_right])
    · exact (shift _).1 ih
  by_cases hb : b ≤ 0
  · exact scaleless_vanish hd hI a b hb
  · have h := (col a (b - 1).toNat).2 (row a)
    rwa [show (((b - 1).toNat : ℕ) : ℤ) + 1 = b by omega] at h
```

The condition on $d$ matters here. A check by hand at $d=3$, for any $m$: let $I(1,1)=1$ and $I=0$ elsewhere. In (D) the entry $I(1,1)$ occurs on the left at $(1,1)$ with coefficient $3-2-1=0$ and on the right at $(2,0)$ with coefficient $b=0$. In (M) it occurs at $(1,1)$, $(0,2)$, $(2,0)$ and $(1,0)$, with coefficients $a-b$, $-a$, $b$ and $2m^2b$, all zero. Both relations hold, $I(0,1)=0$, and $I(1,1)=1$ is no multiple of it.

The relations are linear, so $I-cF$ is a solution for every real $c$ (`lin`). The choice $c=I(0,1)/F(0,1)$ makes it vanish at $(0,1)$, hence everywhere, and for all integers $a,b$

$$I(a,b)=\frac{F(a,b)}{F(0,1)}\,I(0,1).$$

```lean
/-- For non-integer `d`, `m > 0` and all integer powers `a`, `b`, every solution of the IBP
relations is the ratio of
Gamma-function closed forms at `(a,b)` and `(0,1)` times the master `I(0,1)`. -/
theorem full_reduction (hd : NonInteger d) (hm : 0 < m) (hI : IsIBPSolution d m I) (a b : ℤ) :
    I a b = gammaSolution d m a b / gammaSolution d m 0 1 * I 0 1 := by
  obtain ⟨hF, hne⟩ := gammaSolution_witness hd hm
  have lin : ∀ c : ℝ, IsIBPSolution d m (fun a b => I a b - c * gammaSolution d m a b) :=
    fun c => ⟨fun a b => by linear_combination hI.dilation a b - c * hF.dilation a b,
      fun a b => by linear_combination hI.momentum a b - c * hF.momentum a b⟩
  have h0 : I 0 1 - I 0 1 / gammaSolution d m 0 1 * gammaSolution d m 0 1 = 0 := by
    rw [div_mul_cancel₀ _ (hne 0 1 le_rfl), sub_self]
  have h : I a b - I 0 1 / gammaSolution d m 0 1 * gammaSolution d m a b = 0 :=
    zero_of_master_zero hd hm (lin (I 0 1 / gammaSolution d m 0 1)) h0 a b
  linear_combination h

end

end OnShellIBP
```

```lean
#print axioms OnShellIBP.reduction_to_master
-- 'OnShellIBP.reduction_to_master' depends on axioms: [propext, Classical.choice, Quot.sound]
#print axioms OnShellIBP.bubble_reduction
-- 'OnShellIBP.bubble_reduction' depends on axioms: [propext, Classical.choice, Quot.sound]
#print axioms OnShellIBP.full_reduction
-- 'OnShellIBP.full_reduction' depends on axioms: [propext, Classical.choice, Quot.sound]
```

Since $F(0,1)=-\Gamma(1-d/2)/m^2$, the formula gives

$$\frac{F(2,1)}{F(0,1)}=\frac{(2-d/2)(1-d/2)}{m^4(d-4)(d-5)},$$

which is $-\tfrac14$ at $d=7/2$, $m=1$, as found from the products. For the numerator case $a=-1$, $b=1$ it gives $-m^2\,d\,\Gamma(-d/2)/\Gamma(1-d/2)=2m^2$, so $I(-1,1)=2m^2\,I(0,1)$. The same value comes from the shift $q=k+p$ in the integral, where $k^2=(q^2-m^2)+2m^2-2p\cdot q$ and the first and last terms integrate to zero.
